# The largest weight of a chosen pure state in a finite ensemble for a mixed spin one-half state

A simulation may replace the density matrix of a single spin one-half by a finite list of state vectors with statistical weights, propagate each vector, and average at the end. If one of the vectors is prescribed, say spin up along a given axis, its weight has to be chosen so that the rest of the density matrix can still be built from state vectors with nonnegative weights. For a strictly mixed state the largest admissible weight has a closed form in terms of Bloch vectors.

Let $r$ be the Bloch vector of the mixed state, with $r\cdot r<1$, and let $n$ be the unit Bloch vector of the prescribed pure state. The largest weight is

$$P=\frac{1-r\cdot r}{2(1-n\cdot r)} .$$

```lean
import Mathlib

open Matrix
open scoped ComplexOrder

namespace BlochPureComponentWeight

noncomputable section
```

## States and what is left after a subtraction

The Pauli matrices are written out in the eigenbasis of $\sigma_z$.

```lean
/-- The Pauli matrix σ_x. -/
def pauliX : Matrix (Fin 2) (Fin 2) ℂ := !![0, 1; 1, 0]

/-- The Pauli matrix σ_y. -/
def pauliY : Matrix (Fin 2) (Fin 2) ℂ := !![0, -Complex.I; Complex.I, 0]

/-- The Pauli matrix σ_z. -/
def pauliZ : Matrix (Fin 2) (Fin 2) ℂ := !![1, 0; 0, -1]
```

A real vector $r=(r_0,r_1,r_2)$, with components along $x,y,z$, gives the matrix

$$\rho(r)=\tfrac12\,(I+r_0\sigma_x+r_1\sigma_y+r_2\sigma_z).$$

In Lean this is `bloch r`. The definition accepts any real vector; that $r$ describes a mixed state, or $n$ a pure one, enters through the hypotheses `r ⬝ᵥ r < 1` and `n ⬝ᵥ n = 1`, where `⬝ᵥ` is the ordinary dot product.

```lean
/-- The spin one-half matrix (I + r·σ)/2 with Bloch vector r. -/
def bloch (r : Fin 3 → ℝ) : Matrix (Fin 2) (Fin 2) ℂ :=
  (1 / 2 : ℂ) • (1 + (r 0 : ℂ) • pauliX + (r 1 : ℂ) • pauliY + (r 2 : ℂ) • pauliZ)
```

Taking out the pure state $n$ with weight $p$ leaves

$$R(p)=\rho(r)-p\,\rho(n)=\tfrac12\big[(1-p)I+(r-pn)\cdot\sigma\big].$$

```lean
/-- What is left of the state r after the state n is removed with weight p. -/
def remainder (r n : Fin 3 → ℝ) (p : ℝ) : Matrix (Fin 2) (Fin 2) ℂ :=
  bloch r - (p : ℂ) • bloch n
```

The candidate for the largest weight, $P$ above, is named `maxWeight r n`.

```lean
/-- The weight (1 - r·r) / (2 (1 - n·r)). -/
def maxWeight (r n : Fin 3 → ℝ) : ℝ := (1 - r ⬝ᵥ r) / (2 * (1 - n ⬝ᵥ r))
```

At $p=P$ the remainder has trace $1-P$. Dividing by this trace gives a matrix of the form $\rho(s)$ with

$$s=\frac{r-Pn}{1-P}.$$

This $s$ is the partner of $n$.

```lean
/-- The Bloch vector of the normalised remainder at the weight `maxWeight r n`. -/
def partner (r n : Fin 3 → ℝ) : Fin 3 → ℝ :=
  (1 - maxWeight r n)⁻¹ • (r - maxWeight r n • n)
```

An ensemble consists of $K+1$ weights $w_i\ge 0$ with $\sum_i w_i=1$ and unit Bloch vectors $m_i$, such that $\sum_i w_i\,\rho(m_i)=\rho(r)$. The proposition `IsEnsembleWeight r n p` says that some such ensemble has $m_0=n$ and $w_0=p$. Putting $n$ first is only a choice of labelling. Pure states are represented by their Bloch vectors and not by kets, and continuous distributions of pure states are not included.

```lean
/-- The state n occurs with weight p, as the first member, in a finite ensemble of pure
states whose average is the state r. -/
def IsEnsembleWeight (r n : Fin 3 → ℝ) (p : ℝ) : Prop :=
  ∃ (K : ℕ) (w : Fin (K + 1) → ℝ) (m : Fin (K + 1) → Fin 3 → ℝ),
    (∀ i, 0 ≤ w i) ∧ (∀ i, m i ⬝ᵥ m i = 1) ∧ ∑ i, w i = 1 ∧
    ∑ i, (w i : ℂ) • bloch (m i) = bloch r ∧ m 0 = n ∧ w 0 = p
```

## Trace and determinant of the remainder

Written out in entries,

$$\rho(r)=\frac12\begin{pmatrix}1+r_2 & r_0-ir_1\\ r_0+ir_1 & 1-r_2\end{pmatrix}.$$

Lean compares the four entries one by one.

```lean
/-- The entries of (I + r·σ)/2. -/
lemma bloch_eq (r : Fin 3 → ℝ) :
    bloch r = !![(1 + (r 2 : ℂ)) / 2, ((r 0 : ℂ) - r 1 * Complex.I) / 2;
      ((r 0 : ℂ) + r 1 * Complex.I) / 2, (1 - (r 2 : ℂ)) / 2] := by
  ext i j
  fin_cases i <;> fin_cases j <;> simp [bloch, pauliX, pauliY, pauliZ] <;> ring
```

The diagonal entries are real and the off-diagonal ones are complex conjugates of each other, so $\rho(r)$ is Hermitian. Since $p$ is real, $R(p)$ is Hermitian too.

```lean
/-- The remainder is Hermitian. -/
lemma remainder_isHermitian (r n : Fin 3 → ℝ) (p : ℝ) : (remainder r n p).IsHermitian := by
  have h : ∀ v, (bloch v)ᴴ = bloch v := by
    intro v
    rw [bloch_eq]
    ext i j
    fin_cases i <;> fin_cases j <;> apply Complex.ext <;> simp
  unfold Matrix.IsHermitian remainder
  rw [conjTranspose_sub, conjTranspose_smul, h, h, Complex.star_def, Complex.conj_ofReal]
```

Each $\rho$ has trace 1, hence $\operatorname{tr}R(p)=1-p$.

```lean
/-- The remainder has trace 1 - p. -/
lemma trace_remainder (r n : Fin 3 → ℝ) (p : ℝ) :
    (remainder r n p).trace = ((1 - p : ℝ) : ℂ) := by
  rw [Matrix.trace_fin_two]
  simp [remainder, bloch_eq]
  ring
```

A matrix $\tfrac12(aI+b\cdot\sigma)$ has determinant $\tfrac14(a^2-b\cdot b)$. With $a=1-p$ and $b=r-pn$,

$$\begin{aligned}
4\det R(p)&=(1-p)^2-(r-pn)\cdot(r-pn)\\
&=1-2p+p^2-r\cdot r+2p\,n\cdot r-p^2\,n\cdot n\\
&=1-r\cdot r-2p(1-n\cdot r).
\end{aligned}$$

The quadratic terms cancel because $n\cdot n=1$, which leaves a function affine in $p$. In the proof, `linear_combination` uses exactly two facts: $n\cdot n=1$, multiplied by $-p^2/4$, and $i^2=-1$.

```lean
/-- For a unit vector n the determinant of the remainder is an affine function of the
removed weight p. -/
theorem det_remainder {r n : Fin 3 → ℝ} (hn : n ⬝ᵥ n = 1) (p : ℝ) :
    (remainder r n p).det = (((1 - r ⬝ᵥ r - 2 * p * (1 - n ⬝ᵥ r)) / 4 : ℝ) : ℂ) := by
  simp only [dotProduct, Fin.sum_univ_three] at hn ⊢
  have hn' : (n 0 : ℂ) * n 0 + n 1 * n 1 + n 2 * n 2 = 1 := by exact_mod_cast hn
  rw [Matrix.det_fin_two]
  simp [remainder, bloch_eq]
  linear_combination (-(p : ℂ) ^ 2 / 4) * hn' +
    (((r 1 : ℂ) - p * n 1) ^ 2 / 4) * Complex.I_sq
```

## Positivity from trace and determinant

Let $M$ be a Hermitian $2\times2$ matrix with trace $t>0$ and determinant $d\ge0$. The Cayley–Hamilton identity $M^2-tM+dI=0$ and $M=M^\dagger$ give

$$M=\frac1t\,\big(M^\dagger M+d\,I\big).$$

Both terms in the bracket are positive semidefinite, and $1/t>0$, so $M$ is positive semidefinite. In the code, `ch` is the Cayley–Hamilton identity, checked by entries, and `key` is the displayed formula.

```lean
/-- A Hermitian 2×2 matrix with positive trace and nonnegative determinant is positive
semidefinite. -/
theorem posSemidef_of_trace_det {M : Matrix (Fin 2) (Fin 2) ℂ} (hM : M.IsHermitian)
    {t d : ℝ} (ht : M.trace = (t : ℂ)) (hd : M.det = (d : ℂ)) (t0 : 0 < t) (d0 : 0 ≤ d) :
    M.PosSemidef := by
  -- Cayley-Hamilton writes t M as a sum of two positive matrices
  have ch : (t : ℂ) • M = M * M + (d : ℂ) • (1 : Matrix (Fin 2) (Fin 2) ℂ) := by
    rw [← ht, ← hd]
    ext i j
    fin_cases i <;> fin_cases j <;>
      simp [Matrix.trace_fin_two, Matrix.det_fin_two, Matrix.mul_apply, Fin.sum_univ_two] <;>
      ring
  have key : M = ((t⁻¹ : ℝ) : ℂ) • (Mᴴ * M + (d : ℂ) • (1 : Matrix (Fin 2) (Fin 2) ℂ)) := by
    rw [hM.eq, ← ch, smul_smul, ← Complex.ofReal_mul, inv_mul_cancel₀ t0.ne',
      Complex.ofReal_one, one_smul]
  rw [key]
  exact ((posSemidef_conjTranspose_mul_self M).add
    (PosSemidef.one.smul (Complex.zero_le_real.mpr d0))).smul
    (Complex.zero_le_real.mpr (inv_pos.mpr t0).le)
```

## The candidate weight lies between 0 and 1

Put $s=n\cdot r$ for the moment. The part of $r$ orthogonal to $n$ has a nonnegative square,

$$r\cdot r-s^2=(r-sn)\cdot(r-sn)\ge0,$$

so $s^2\le r\cdot r<1$ and therefore $s<1$. Furthermore,

$$2(1-s)-(1-r\cdot r)=1-2s+r\cdot r\ge(1-s)^2>0 .$$

The equation `e` is the first display, and `nlinarith` supplies the inequalities that follow from it.

```lean
/-- For r inside the Bloch ball and n on its surface, n·r < 1 and
1 - r·r < 2 (1 - n·r). -/
lemma ball_bounds {r n : Fin 3 → ℝ} (hr : r ⬝ᵥ r < 1) (hn : n ⬝ᵥ n = 1) :
    n ⬝ᵥ r < 1 ∧ 1 - r ⬝ᵥ r < 2 * (1 - n ⬝ᵥ r) := by
  simp only [dotProduct, Fin.sum_univ_three] at hr hn ⊢
  obtain ⟨s, hs⟩ : ∃ s, s = n 0 * r 0 + n 1 * r 1 + n 2 * r 2 := ⟨_, rfl⟩
  -- the part of r orthogonal to n has nonnegative square
  have e : r 0 * r 0 + r 1 * r 1 + r 2 * r 2 - s ^ 2 =
      (r 0 - s * n 0) ^ 2 + (r 1 - s * n 1) ^ 2 + (r 2 - s * n 2) ^ 2 := by
    linear_combination (-2 * s) * hs - s ^ 2 * hn
  have h1 : 0 ≤ r 0 * r 0 + r 1 * r 1 + r 2 * r 2 - s ^ 2 := by rw [e]; positivity
  have h2 : s < 1 := by nlinarith
  have h3 : 0 < (1 - s) ^ 2 := pow_pos (by linarith) 2
  rw [← hs]
  exact ⟨h2, by nlinarith⟩
```

The first inequality makes the denominator of $P$ positive, and the numerator is positive because $r\cdot r<1$. The second says that the numerator is smaller than the denominator. Hence $0<P<1$.

```lean
/-- For a mixed state r and a pure state n the weight `maxWeight r n` lies strictly between
0 and 1. -/
theorem maxWeight_mem {r n : Fin 3 → ℝ} (hr : r ⬝ᵥ r < 1) (hn : n ⬝ᵥ n = 1) :
    0 < maxWeight r n ∧ maxWeight r n < 1 := by
  obtain ⟨h1, h2⟩ := ball_bounds hr hn
  have hD : 0 < 2 * (1 - n ⬝ᵥ r) := by linarith
  exact ⟨div_pos (by linarith) hD, (div_lt_one hD).mpr h2⟩
```

## The exact condition on the weight

If $R(p)$ is positive semidefinite, its determinant is nonnegative, so

$$2p(1-n\cdot r)\le 1-r\cdot r,$$

and division by the positive number $2(1-n\cdot r)$ gives $p\le P$.

Conversely, let $p\le P$. Then $p<1$, so the trace $1-p$ is positive. The same inequality read backwards makes the determinant nonnegative, and the trace–determinant criterion applies.

In words, the theorem says: for real $r$ with $r\cdot r<1$, real $n$ with $n\cdot n=1$ and every real $p$, the matrix $\rho(r)-p\,\rho(n)$ is positive semidefinite if and only if $p\le P$. Negative $p$ is allowed, and `PosSemidef` includes being Hermitian. The two branches after `constructor` are the two directions just given.

```lean
/-- Removing the pure state n with weight p from the mixed state r leaves a positive
semidefinite matrix exactly when p ≤ (1 - r·r) / (2 (1 - n·r)). -/
theorem remainder_posSemidef_iff {r n : Fin 3 → ℝ} (hr : r ⬝ᵥ r < 1) (hn : n ⬝ᵥ n = 1)
    (p : ℝ) :
    (bloch r - (p : ℂ) • bloch n).PosSemidef ↔
      p ≤ (1 - r ⬝ᵥ r) / (2 * (1 - n ⬝ᵥ r)) := by
  change (remainder r n p).PosSemidef ↔ p ≤ maxWeight r n
  have hD : 0 < 2 * (1 - n ⬝ᵥ r) := by linarith [(ball_bounds hr hn).1]
  constructor
  · intro h
    have hdet := h.det_nonneg
    rw [det_remainder hn, Complex.zero_le_real] at hdet
    rw [maxWeight, le_div_iff₀ hD]
    linarith
  · intro h
    have hp : p < 1 := lt_of_le_of_lt h (maxWeight_mem hr hn).2
    rw [maxWeight, le_div_iff₀ hD] at h
    exact posSemidef_of_trace_det (remainder_isHermitian r n p) (trace_remainder r n p)
      (det_remainder hn p) (by linarith) (by linarith)
```

Both hypotheses are needed. Without $r\cdot r<1$, take $r=n$ with $n$ a unit vector. The remainder is $(1-p)\rho(n)$, which is positive semidefinite up to $p=1$, while the formula becomes $0/0$, which Lean evaluates as 0. Without $n\cdot n=1$, take $r=n=0$. The remainder is $(1-p)I/2$, again positive semidefinite up to $p=1$, but the formula gives $1/2$.

## The partner state

At $p=P$ the determinant vanishes, which suggests that the normalised remainder is pure. To verify it directly, write the definition of $P$ as $2P(1-n\cdot r)=1-r\cdot r$, or $r\cdot r-2P\,n\cdot r=1-2P$. Then

$$(r-Pn)\cdot(r-Pn)=r\cdot r-2P\,n\cdot r+P^2=(1-P)^2 .$$

Division by $(1-P)^2$, which is nonzero, shows that the partner $s=(r-Pn)/(1-P)$ has unit length. In the proof `hP` is the rewritten definition of $P$ and `key` is the display.

```lean
/-- The partner Bloch vector has unit length. -/
theorem partner_unit {r n : Fin 3 → ℝ} (hr : r ⬝ᵥ r < 1) (hn : n ⬝ᵥ n = 1) :
    partner r n ⬝ᵥ partner r n = 1 := by
  have hD : 2 * (1 - n ⬝ᵥ r) ≠ 0 := by linarith [(ball_bounds hr hn).1]
  have hq : 1 - maxWeight r n ≠ 0 := by linarith [(maxWeight_mem hr hn).2]
  have hP : maxWeight r n * (2 * (1 - n ⬝ᵥ r)) = 1 - r ⬝ᵥ r := div_mul_cancel₀ _ hD
  unfold partner
  generalize maxWeight r n = P at hq hP ⊢
  simp only [dotProduct, Fin.sum_univ_three, Pi.smul_apply, Pi.sub_apply,
    smul_eq_mul] at hn hP ⊢
  have key : (r 0 - P * n 0) ^ 2 + (r 1 - P * n 1) ^ 2 + (r 2 - P * n 2) ^ 2
      = (1 - P) ^ 2 := by
    linear_combination P ^ 2 * hn + hP
  calc _ = (1 - P)⁻¹ ^ 2 *
        ((r 0 - P * n 0) ^ 2 + (r 1 - P * n 1) ^ 2 + (r 2 - P * n 2) ^ 2) := by ring
    _ = 1 := by rw [key, ← mul_pow, inv_mul_cancel₀ hq, one_pow]
```

The map $r\mapsto\rho(r)$ respects mixtures:

$$p\,\rho(n)+(1-p)\,\rho(s)=\rho\big(pn+(1-p)s\big).$$

This is `hmix`. For $p=P$ and the partner $s$, the vector on the right is $Pn+(r-Pn)=r$. Therefore

$$P\,\rho(n)+(1-P)\,\rho(s)=\rho(r).$$

Geometrically, $n$ and $s$ are the ends of the chord of the Bloch sphere that passes through $r$.

```lean
/-- The mixed state r is the mixture of n, with weight `maxWeight r n`, and the partner
state. -/
theorem two_state_ensemble {r n : Fin 3 → ℝ} (hr : r ⬝ᵥ r < 1) (hn : n ⬝ᵥ n = 1) :
    (maxWeight r n : ℂ) • bloch n + ((1 - maxWeight r n : ℝ) : ℂ) • bloch (partner r n)
      = bloch r := by
  have hq : 1 - maxWeight r n ≠ 0 := by linarith [(maxWeight_mem hr hn).2]
  have hmix : ∀ (p : ℝ) (s : Fin 3 → ℝ), (p : ℂ) • bloch n + ((1 - p : ℝ) : ℂ) • bloch s
      = bloch (p • n + (1 - p) • s) := by
    intro p s
    simp only [bloch, Pi.add_apply, Pi.smul_apply, smul_eq_mul, Complex.ofReal_add,
      Complex.ofReal_mul, Complex.ofReal_sub, Complex.ofReal_one]
    module
  rw [hmix, partner, smul_smul, mul_inv_cancel₀ hq, one_smul, add_sub_cancel]
```

## The greatest weight over all finite ensembles

The last theorem says that $P$ is the greatest element of the set of weights $p$ for which `IsEnsembleWeight r n p` holds. `IsGreatest` has two parts: $P$ belongs to the set, and no member exceeds it.

For the first part, take the two-state ensemble with weights $P,\,1-P$ and Bloch vectors $n,\,s$. The weights are nonnegative and add up to 1, both vectors have unit length, and the average is $\rho(r)$. This is the case $K=1$.

For the second part, take any ensemble with $m_0=n$ and $w_0=p$, and separate its first member:

$$\rho(r)-p\,\rho(n)=\sum_{i=1}^{K}w_i\,\rho(m_i).$$

Every $\rho(m_i)$ has trace 1 and determinant $(1-m_i\cdot m_i)/4=0$, so it is positive semidefinite by the same criterion as before; this is `hpure`. A sum of such matrices with nonnegative weights is positive semidefinite, and the exact condition gives $p\le P$. The code separates the first member with `Fin.sum_univ_succ` and adds up the others with `Finset.sum_induction`. The normalisation of the weights is not used here, since it already follows from the trace of the average.

```lean
/-- Among all finite pure-state ensembles for the mixed state r, the greatest weight of the
pure state n is (1 - r·r) / (2 (1 - n·r)). -/
theorem isGreatest_ensembleWeight {r n : Fin 3 → ℝ} (hr : r ⬝ᵥ r < 1) (hn : n ⬝ᵥ n = 1) :
    IsGreatest {p | IsEnsembleWeight r n p} ((1 - r ⬝ᵥ r) / (2 * (1 - n ⬝ᵥ r))) := by
  change IsGreatest {p | IsEnsembleWeight r n p} (maxWeight r n)
  obtain ⟨h0, h1⟩ := maxWeight_mem hr hn
  constructor
  · -- the bound is attained by n together with its partner
    refine ⟨1, ![maxWeight r n, 1 - maxWeight r n], ![n, partner r n],
      Fin.forall_fin_two.2 ⟨h0.le, (sub_pos.2 h1).le⟩,
      Fin.forall_fin_two.2 ⟨hn, partner_unit hr hn⟩,
      (Fin.sum_univ_two _).trans (add_sub_cancel _ _),
      (Fin.sum_univ_two _).trans (two_state_ensemble hr hn), rfl, rfl⟩
  · -- the other members of an ensemble add up to a positive matrix
    rintro p ⟨K, w, m, hw, hm, -, hs, hmn, hwp⟩
    have hpure : ∀ v : Fin 3 → ℝ, v ⬝ᵥ v = 1 → (bloch v).PosSemidef := by
      intro v hv
      have h : remainder v v 0 = bloch v := by simp [remainder]
      rw [← h]
      exact posSemidef_of_trace_det (remainder_isHermitian v v 0) (trace_remainder v v 0)
        (det_remainder hv 0) (by norm_num) (by rw [hv]; norm_num)
    apply (remainder_posSemidef_iff hr hn p).1
    rw [Fin.sum_univ_succ, hmn, hwp] at hs
    rw [← hs, add_sub_cancel_left]
    exact Finset.sum_induction _ Matrix.PosSemidef (fun _ _ ha hb => ha.add hb)
      Matrix.PosSemidef.zero
      (fun i _ => (hpure _ (hm i.succ)).smul (Complex.zero_le_real.mpr (hw i.succ)))

end

end BlochPureComponentWeight
```

```lean
#print axioms BlochPureComponentWeight.isGreatest_ensembleWeight
```

```
'BlochPureComponentWeight.isGreatest_ensembleWeight' depends on axioms: [propext, Classical.choice, Quot.sound]
```
